# Among Trial Spaces of Dimension at Most m, the m Lowest Modes Minimise the Worst-Case Error at Fixed Weighted Energy

To ask which $m$ basis functions best represent the states in a periodic cell when only an energy of the state is known, one must first choose how to score a trial space. Here the score is the worst case: the least upper bound of the distances from the space to all states of energy one. A "state" here is any vector, not necessarily of norm one.

Let $b_0,\dots,b_{n-1}$ be an orthonormal basis of a complex inner product space, for instance $n$ plane waves, with weights $0<a_0\le\dots\le a_{n-1}$. Write $c_i=\langle b_i,x\rangle$ and define the energy of a state $x$ as

$$Q(x)=\sum_i a_i|c_i|^2 .$$

Let $d(x,W)$ be the distance from $x$ to a subspace $W$, and let $V_k$ be the span of the first $k$ modes, with $V_0=\{0\}$. The claim is that for $0\le m<n$ the smallest worst-case error over all $W$ with $\dim W\le m$ is $1/\sqrt{a_m}$, and that $V_m$ attains it. Modes are numbered from zero, so $a_m$ is the $(m+1)$-th weight.

The weight $a_i$ is the energy of the mode $b_i$, since $Q(b_i)=a_i$. The constant plane wave has zero kinetic energy. If it is among the modes, kinetic energies become admissible weights only after a shift of all of them by some $s>0$, and $Q(x)$ is then the kinetic energy plus $s\|x\|^2$. If the constant wave is not among the modes, their kinetic energies are already positive.

## Every trial space misses some state

Let $\dim W\le m$. Then $\dim W^\perp\ge n-m$, and

$$\dim(V_{m+1}\cap W^\perp)=\dim V_{m+1}+\dim W^\perp-\dim(V_{m+1}+W^\perp)\ge (m+1)+(n-m)-n=1 .$$

Take $y\neq0$ in this intersection. Since $Q(y)\ge a_0\|y\|^2>0$, the state $x=y/\sqrt{Q(y)}$ exists and has energy one. It contains only the modes $0,\dots,m$, so

$$1=\sum_{i\le m}a_i|c_i|^2\le a_m\|x\|^2 .$$

It is also orthogonal to $W$. For $w\in W$ we have $\|x-w\|^2=\|x\|^2+\|w\|^2$, which is smallest at $w=0$. Hence $d(x,W)=\|x\|\ge1/\sqrt{a_m}$.

## The cutoff reaches the bound

For any $x$, the truncation $p=\sum_{i<m}c_ib_i$ lies in $V_m$, so

$$a_m\,d(x,V_m)^2\le a_m\|x-p\|^2=a_m\sum_{i\ge m}|c_i|^2\le\sum_{i\ge m}a_i|c_i|^2\le Q(x).$$

At $Q(x)=1$ this gives $d(x,V_m)\le1/\sqrt{a_m}$. The state $b_m/\sqrt{a_m}$ has energy one, is orthogonal to $V_m$ and has norm $1/\sqrt{a_m}$, so equality occurs.

States of energy one generally do not have norm one. For a normalised state of energy $T$, the same estimate reads $d(x,V_m)\le\sqrt{T/a_m}$. This is only an upper bound, and the optimality of $V_m$ does not carry over to normalised states of fixed energy. For $n=2$, $m=1$, $a_0<a_1$ and $T=a_1$, the only such states are multiples of $b_1$, which the span of $b_1$ represents exactly and $V_1$ misses completely.

In electronic structure, this bears on the kinetic-energy cutoff of a plane-wave basis, for single-particle states built from finitely many modes. Functions in a real cell can have infinitely many Fourier components, and that case is not treated here. The result also concerns the worst state of given energy: for one particular orbital, another space of the same dimension may do better.

## Energy, cutoff space and set of errors in Lean

The space is called `E`, which is not an energy. The basis `b` is indexed by `Fin n`, the numbers $0,\dots,n-1$, and its existence makes `E` $n$-dimensional. Taking `E` to be $\mathbb C^n$ with its coordinate vectors gives the statement for coefficient vectors.

```lean
import Mathlib

open Module

namespace PlaneWaveOptimality

noncomputable section

variable {n : ℕ} {E : Type*} [NormedAddCommGroup E] [InnerProductSpace ℂ E]
```

The function `energy` is $Q$. Lean's inner product is conjugate-linear in its first argument, as in bra-ket notation.

```lean
/-- The weighted energy `∑ aᵢ |⟨bᵢ, x⟩|²` of a state `x` expanded in orthonormal modes `b`. -/
def energy (a : Fin n → ℝ) (b : OrthonormalBasis (Fin n) ℂ E) (x : E) : ℝ :=
  ∑ i, a i * ‖inner ℂ (b i) x‖ ^ 2
```

The space `lowModes b k hk` is $V_k$; the argument `hk` is a proof that $k\le n$.

```lean
/-- The space spanned by the first `k` modes. -/
def lowModes (b : OrthonormalBasis (Fin n) ℂ E) (k : ℕ) (hk : k ≤ n) : Submodule ℂ E :=
  Submodule.span ℂ (Set.range fun i : Fin k => b (Fin.castLE hk i))
```

The set `errors a b W` collects the numbers $d(x,W)$ with $Q(x)=1$, where `Metric.infDist` is the distance to a set.

```lean
/-- The distances from the trial space `W` to all states of energy one. -/
def errors (a : Fin n → ℝ) (b : OrthonormalBasis (Fin n) ℂ E) (W : Submodule ℂ E) : Set ℝ :=
  {d | ∃ x, energy a b x = 1 ∧ d = Metric.infDist x (W : Set E)}
```

Another model would admit all states with $Q(x)\le1$. The optimal value would be the same, because scaling a nonzero state up to energy one can only increase its distance from a subspace. The zero state would then also be admitted, with distance zero, and the upper estimate would use an inequality where it now substitutes $Q(x)=1$.

## Orthogonality, dimension and normalisation

The first lemma is the Pythagoras step. The zero vector of $W$ gives one inequality, and expanding $\|x-w\|^2$ gives the other.

```lean
/-- A state orthogonal to `W` lies at a distance from `W` equal to its norm. -/
theorem infDist_of_mem_orthogonal (W : Submodule ℂ E) {x : E} (hx : x ∈ Wᗮ) :
    Metric.infDist x (W : Set E) = ‖x‖ := by
  apply le_antisymm
  · have h := Metric.infDist_le_dist_of_mem (x := x) (s := (W : Set E)) W.zero_mem
    rwa [dist_zero_right] at h
  · refine (Metric.le_infDist ⟨0, W.zero_mem⟩).2 fun w hw => ?_
    -- Pythagoras: subtracting an element of `W` never shortens `x`
    have h0 := (W.mem_orthogonal' x).1 hx w hw
    have h1 := norm_sub_sq (𝕜 := ℂ) x w
    rw [h0] at h1
    simp only [map_zero, mul_zero, sub_zero] at h1
    rw [dist_eq_norm]
    exact (sq_le_sq₀ (norm_nonneg _) (norm_nonneg _)).1 (by linarith [sq_nonneg ‖w‖])
```

Orthonormal vectors are linearly independent, so $\dim V_k=k$.

```lean
/-- The first `k` modes span a space of dimension `k`. -/
theorem finrank_lowModes (b : OrthonormalBasis (Fin n) ℂ E) (k : ℕ) (hk : k ≤ n) :
    finrank ℂ (lowModes b k hk) = k := by
  have h : LinearIndependent ℂ (fun i : Fin k => b (Fin.castLE hk i)) :=
    b.orthonormal.linearIndependent.comp _ (Fin.castLE_injective hk)
  have h1 := finrank_span_eq_card h
  rw [Fintype.card_fin] at h1
  exact h1
```

States in $V_k$ have $c_i=0$ for $i\ge k$. The proof is an induction over the span: the claim holds for the generating modes and survives sums and multiples.

```lean
/-- A state built from the first `k` modes has no amplitude on any later mode. -/
theorem inner_eq_zero_of_mem_lowModes (b : OrthonormalBasis (Fin n) ℂ E) {k : ℕ} {hk : k ≤ n}
    {x : E} (hx : x ∈ lowModes b k hk) {i : Fin n} (hi : k ≤ (i : ℕ)) :
    inner ℂ (b i) x = 0 := by
  unfold lowModes at hx
  induction hx using Submodule.span_induction with
  | mem y hy =>
    obtain ⟨j, rfl⟩ := hy
    have hne : i ≠ Fin.castLE hk j := by
      intro h
      have h1 : (i : ℕ) = (j : ℕ) := congrArg Fin.val h
      have h2 := j.isLt
      omega
    exact b.orthonormal.2 hne
  | zero => exact inner_zero_right _
  | add y z _ _ hy hz => rw [inner_add_right, hy, hz, add_zero]
  | smul c y _ hy => rw [inner_smul_right, hy, mul_zero]
```

Dividing by the square root of a positive energy gives energy one, because $Q$ is quadratic.

```lean
/-- A state of energy `e > 0`, divided by `√e`, has energy one. -/
theorem energy_normalize (a : Fin n → ℝ) (b : OrthonormalBasis (Fin n) ℂ E) {y : E} {e : ℝ}
    (he : energy a b y = e) (hpos : 0 < e) :
    energy a b (((1 / √e : ℝ) : ℂ) • y) = 1 := by
  have h : energy a b (((1 / √e : ℝ) : ℂ) • y) = (1 / √e) ^ 2 * energy a b y := by
    unfold energy
    rw [Finset.mul_sum]
    refine Finset.sum_congr rfl fun i _ => ?_
    rw [inner_smul_right, norm_mul, Complex.norm_real, Real.norm_of_nonneg (by positivity)]
    ring
  rw [h, he, div_pow, one_pow, Real.sq_sqrt hpos.le, one_div_mul_cancel hpos.ne']
```

## Energy estimates on either side of the cutoff

On $V_{m+1}$ the energy is at most $a_m\|x\|^2$. Parseval's identity turns the norm into a sum, and the two sums are compared term by term. The hypothesis `Monotone a` says that the weights are nondecreasing, so equal weights are allowed.

```lean
/-- For nondecreasing weights, a state built from the modes `0, …, m` has energy at most `a m` times
its squared norm. -/
theorem energy_le_of_mem_lowModes {a : Fin n → ℝ} (ha : Monotone a)
    (b : OrthonormalBasis (Fin n) ℂ E) (m : Fin n) {x : E}
    (hx : x ∈ lowModes b (m + 1) m.isLt) : energy a b x ≤ a m * ‖x‖ ^ 2 := by
  rw [← b.sum_sq_norm_inner_right x, Finset.mul_sum]
  refine Finset.sum_le_sum fun i _ => ?_
  by_cases h : i ≤ m
  · exact mul_le_mul_of_nonneg_right (ha h) (sq_nonneg _)
  · have hi : (m : ℕ) + 1 ≤ (i : ℕ) := Fin.lt_def.1 (not_le.1 h)
    rw [inner_eq_zero_of_mem_lowModes b hx hi]
    simp
```

In the proof of the cutoff estimate, `c` denotes the coefficients of the truncation $p$: they equal $c_i$ for $i<m$ and are zero otherwise. The case split on `i < m` separates the retained modes, whose remainder vanishes, from the omitted ones, where $a_m\le a_i$.

```lean
/-- Cutoff estimate: for positive nondecreasing weights, the squared distance of any state from the
span of the first `m` modes, times the weight `a m` of the first omitted mode, is at most the energy
of the state. -/
theorem cutoff_error_sq_le {a : Fin n → ℝ} (ha : Monotone a) (hpos : ∀ i, 0 < a i)
    (b : OrthonormalBasis (Fin n) ℂ E) (m : Fin n) (x : E) :
    a m * Metric.infDist x (lowModes b m m.isLt.le : Set E) ^ 2 ≤ energy a b x := by
  -- the truncated expansion of `x`
  obtain ⟨c, hc⟩ : ∃ c : Fin n → ℂ, ∀ i, c i = if i < m then inner ℂ (b i) x else 0 :=
    ⟨_, fun _ => rfl⟩
  have hmem : ∑ j, c j • b j ∈ lowModes b m m.isLt.le := by
    refine Submodule.sum_mem _ fun j _ => ?_
    by_cases h : j < m
    · exact Submodule.smul_mem _ _ (Submodule.subset_span ⟨⟨j, h⟩, rfl⟩)
    · rw [hc, if_neg h, zero_smul]
      exact Submodule.zero_mem _
  have hd := Metric.infDist_le_dist_of_mem (x := x)
    (s := (lowModes b m m.isLt.le : Set E)) hmem
  rw [dist_eq_norm] at hd
  refine (mul_le_mul_of_nonneg_left (pow_le_pow_left₀ Metric.infDist_nonneg hd 2)
    (hpos m).le).trans ?_
  -- only the omitted modes contribute to the remainder
  rw [← b.sum_sq_norm_inner_right, Finset.mul_sum]
  refine Finset.sum_le_sum fun i _ => ?_
  rw [inner_sub_right, b.orthonormal.inner_right_fintype c i, hc]
  by_cases h : i < m
  · have h1 : 0 ≤ a i * ‖inner ℂ (b i) x‖ ^ 2 := mul_nonneg (hpos i).le (sq_nonneg _)
    rw [if_pos h, sub_self, norm_zero]
    linarith
  · rw [if_neg h, sub_zero]
    exact mul_le_mul_of_nonneg_right (ha (not_lt.1 h)) (sq_nonneg _)
```

The first omitted mode, suitably scaled, provides the case of equality.

```lean
/-- If its weight `a m` is positive, the first omitted mode divided by `√(a m)` has energy one and
lies at distance `1 / √(a m)` from the span of the first `m` modes. -/
theorem first_omitted_mode (a : Fin n → ℝ) (b : OrthonormalBasis (Fin n) ℂ E) (m : Fin n)
    (hm : 0 < a m) :
    energy a b (((1 / √(a m) : ℝ) : ℂ) • b m) = 1 ∧
      Metric.infDist (((1 / √(a m) : ℝ) : ℂ) • b m) (lowModes b m m.isLt.le : Set E)
        = 1 / √(a m) := by
  constructor
  · refine energy_normalize a b ?_ hm
    unfold energy
    rw [Finset.sum_eq_single m]
    · rw [inner_self_eq_norm_sq_to_K, b.orthonormal.1 m]
      simp
    · intro i _ hi
      rw [b.orthonormal.2 hi]
      simp
    · simp
  · have ho : b m ∈ (lowModes b m m.isLt.le)ᗮ :=
      (Submodule.mem_orthogonal' _ _).2 fun w hw => inner_eq_zero_of_mem_lowModes b hw le_rfl
    rw [infDist_of_mem_orthogonal _ (Submodule.smul_mem _ _ ho), norm_smul, b.orthonormal.1 m,
      mul_one, Complex.norm_real, Real.norm_of_nonneg (by positivity)]
```

## The lower bound and the optimum

In the next proof, `omega` derives a contradiction from the dimension formulas if $V_{m+1}\cap W^\perp$ is zero. The vector `y` is then normalised, and the estimate on $V_{m+1}$ bounds its norm from below.

```lean
/-- For positive nondecreasing weights, every trial space of dimension at most `m` misses some state
of energy one by at least `1 / √(a m)`, where modes are numbered from zero. -/
theorem exists_badly_approximated {a : Fin n → ℝ} (ha : Monotone a) (hpos : ∀ i, 0 < a i)
    (b : OrthonormalBasis (Fin n) ℂ E) (m : Fin n) (W : Submodule ℂ E)
    (hW : finrank ℂ W ≤ (m : ℕ)) :
    ∃ x, energy a b x = 1 ∧ 1 / √(a m) ≤ Metric.infDist x (W : Set E) := by
  have : FiniteDimensional ℂ E := Module.Finite.of_basis b.toBasis
  -- dimension count: the first `m + 1` modes contain a state orthogonal to `W`
  have hne : lowModes b (m + 1) m.isLt ⊓ Wᗮ ≠ ⊥ := by
    intro h
    have h1 := Submodule.finrank_sup_add_finrank_inf_eq (lowModes b (m + 1) m.isLt) Wᗮ
    have h2 := Submodule.finrank_le (lowModes b (m + 1) m.isLt ⊔ Wᗮ)
    have h3 := W.finrank_add_finrank_orthogonal
    rw [h, finrank_bot, finrank_lowModes] at h1
    omega
  obtain ⟨y, hy, hy0⟩ := Submodule.exists_mem_ne_zero_of_ne_bot hne
  obtain ⟨hyV, hyW⟩ := Submodule.mem_inf.1 hy
  have hE : 0 < energy a b y := by
    have hn : 0 < n := lt_of_le_of_lt (Nat.zero_le _) m.isLt
    have h1 : a ⟨0, hn⟩ * ‖y‖ ^ 2 ≤ energy a b y := by
      rw [← b.sum_sq_norm_inner_right y, Finset.mul_sum]
      exact Finset.sum_le_sum fun i _ =>
        mul_le_mul_of_nonneg_right (ha (Fin.le_def.2 (Nat.zero_le _))) (sq_nonneg _)
    exact lt_of_lt_of_le (mul_pos (hpos _) (pow_pos (norm_pos_iff.2 hy0) 2)) h1
  have h1 := energy_normalize a b rfl hE
  refine ⟨_, h1, ?_⟩
  rw [infDist_of_mem_orthogonal W (Submodule.smul_mem _ _ hyW)]
  have h2 := energy_le_of_mem_lowModes ha b m
    (Submodule.smul_mem _ ((1 / √(energy a b y) : ℝ) : ℂ) hyV)
  rw [h1] at h2
  refine (sq_le_sq₀ (by positivity) (norm_nonneg _)).1 ?_
  rw [div_pow, one_pow, Real.sq_sqrt (hpos m).le, div_le_iff₀ (hpos m)]
  linarith
```

For $V_m$ the bound is a maximum, which `IsGreatest` expresses: the scaled mode $b_m$ belongs to the set of errors, and the cutoff estimate bounds all its members.

```lean
/-- For positive nondecreasing weights, the largest distance from the span of the first `m` modes to
a state of energy one is `1 / √(a m)`. -/
theorem lowModes_worst_error {a : Fin n → ℝ} (ha : Monotone a) (hpos : ∀ i, 0 < a i)
    (b : OrthonormalBasis (Fin n) ℂ E) (m : Fin n) :
    IsGreatest (errors a b (lowModes b m m.isLt.le)) (1 / √(a m)) := by
  obtain ⟨h1, h2⟩ := first_omitted_mode a b m (hpos m)
  refine ⟨⟨_, h1, h2.symm⟩, ?_⟩
  rintro d ⟨x, hx, rfl⟩
  have h := cutoff_error_sq_le ha hpos b m x
  rw [hx] at h
  refine (sq_le_sq₀ Metric.infDist_nonneg (by positivity)).1 ?_
  rw [div_pow, one_pow, Real.sq_sqrt (hpos m).le, le_div_iff₀ (hpos m)]
  linarith
```

In the final theorem, `IsLUB (errors a b W) ε` says that $\varepsilon$ is the worst-case error of $W$. `IsLeast` says that $1/\sqrt{a_m}$ is such an error for some $W$ of dimension at most $m$, and that none is smaller. The second half names $V_m$ as a space that attains it, without claiming that it is the only one. The proof joins the two previous theorems: any upper bound for the errors of $W$ is at least the distance of the badly approximated state.

```lean
/-- Optimality of the lowest modes: for positive nondecreasing weights, `1 / √(a m)` is the least
worst-case error over all trial spaces of dimension at most `m`, and the span of the first `m` modes
attains it. -/
theorem lowModes_optimal {a : Fin n → ℝ} (ha : Monotone a) (hpos : ∀ i, 0 < a i)
    (b : OrthonormalBasis (Fin n) ℂ E) (m : Fin n) :
    IsLeast {ε | ∃ W : Submodule ℂ E, finrank ℂ W ≤ (m : ℕ) ∧ IsLUB (errors a b W) ε}
        (1 / √(a m)) ∧
      IsLUB (errors a b (lowModes b m m.isLt.le)) (1 / √(a m)) := by
  have hlow := (lowModes_worst_error ha hpos b m).isLUB
  refine ⟨⟨⟨_, (finrank_lowModes b m m.isLt.le).le, hlow⟩, ?_⟩, hlow⟩
  rintro ε ⟨W, hW, hε⟩
  obtain ⟨x, hx, hd⟩ := exists_badly_approximated ha hpos b m W hW
  exact hd.trans (hε.1 ⟨x, hx, rfl⟩)

end

end PlaneWaveOptimality
```

```lean
#print axioms PlaneWaveOptimality.lowModes_optimal
```

```
'PlaneWaveOptimality.lowModes_optimal' depends on axioms: [propext, Classical.choice, Quot.sound]
```
